# For Gaussian spinors with \(\kappa=-(l+1)\) or \(\kappa=l\), the kinetically balanced \(Q=P'+\kappa P/r\) has \(\int Q^2=(2l+3)\,a\int P^2\)

In a kinetically balanced Gaussian basis each small-component function is obtained from a large-component one, and normalising it requires the integral of its square. Let \(P\) be \(r\) times the radial function of the large component, and take \(Q=P'+\kappa P/r\) for the small one, without the constant factor \(\hbar/2mc\). For a primitive Gaussian with exponent \(a\) and orbital angular momentum \(l\), the integral of \(Q^2\) is \((2l+3)a\) times that of \(P^2\), both for \(j=l+\tfrac12\) and, when \(l\ge1\), for \(j=l-\tfrac12\). If \(P\) is normalised, the normalised small function is therefore \(Q/\sqrt{(2l+3)a}\).

```lean
import Mathlib

open MeasureTheory Set

namespace KineticBalanceGaussian

noncomputable section
```

## The two radial components

The upper and lower radial parts of a Dirac spinor are written \(P(r)/r\) and \(Q(r)/r\), so norms are integrals over \(r>0\) with no factor \(r^2\). The large component is the unnormalised function

\[P(r)=r^{l+1}e^{-ar^2},\qquad l=0,1,2,\dots\]

In Lean, `large a l` is this function on the whole real line; the restriction to \(r>0\) enters through the integrals.

```lean
/-- Radial large component `P(r) = r^(l+1) exp(-a r²)` of a Gaussian spinor. -/
def large (a : ℝ) (l : ℕ) (r : ℝ) : ℝ := r ^ (l + 1) * Real.exp (-a * r ^ 2)
```

The small component is postulated to be

\[Q=P'+\frac{\kappa}{r}P .\]

This is the lower radial Dirac equation with the energy (measured from the rest energy) and the potential neglected beside \(2mc^2\). The constant prefactor \(\hbar/2mc\) is left out. The angular quantum number is \(\kappa=-(l+1)\) for \(j=l+\tfrac12\) and \(\kappa=l\) for \(j=l-\tfrac12\), the latter requiring \(l\ge1\). The definition uses the true derivative and accepts any real \(\kappa\).

```lean
/-- Kinetically balanced small component `Q = P' + κ P / r`. -/
def small (κ a : ℝ) (l : ℕ) (r : ℝ) : ℝ :=
  deriv (large a l) r + κ * large a l r / r
```

All the integrals reduce to the even moments

\[M_n(s)=\int_0^\infty r^{2n}e^{-sr^2}\,dr ,\]

which are `moment s n` in the code, with `Ioi 0` for the half-line \(r>0\).

```lean
/-- Even radial Gaussian moment, the integral of `r^(2n) exp(-s r²)` over `r > 0`. -/
def moment (s : ℝ) (n : ℕ) : ℝ :=
  ∫ r in Ioi (0 : ℝ), r ^ (2 * n) * Real.exp (-s * r ^ 2)
```

## The small component in closed form

The product rule gives

\[P'=\big[(l+1)r^l-2a\,r^{l+2}\big]e^{-ar^2}.\]

The proof differentiates the power and the exponential separately, multiplies, and leaves the rearrangement to `ring`.

```lean
/-- The radial derivative of the large component. -/
theorem hasDerivAt_large (a : ℝ) (l : ℕ) (r : ℝ) :
    HasDerivAt (large a l)
      ((((l : ℝ) + 1) * r ^ l - 2 * a * r ^ (l + 2)) * Real.exp (-a * r ^ 2)) r := by
  have h1 := hasDerivAt_pow (l + 1) r
  have h2 : HasDerivAt (fun x : ℝ => Real.exp (-a * x ^ 2))
      (Real.exp (-a * r ^ 2) * (-a * (2 * r))) r := by
    have h := ((hasDerivAt_pow 2 r).const_mul (-a)).exp
    refine h.congr_deriv ?_
    simp
  refine (h1.fun_mul h2).congr_deriv ?_
  simp only [Nat.add_sub_cancel]
  push_cast
  ring
```

For \(r>0\) we have \(\kappa P/r=\kappa r^l e^{-ar^2}\), and adding this to \(P'\) gives

\[Q=\big[(l+1+\kappa)r^l-2a\,r^{l+2}\big]e^{-ar^2}.\]

The hypothesis `hr` allows the division by \(r\).

```lean
/-- Closed form of the small component at `r > 0` for any real `κ`. -/
theorem small_eq (κ a : ℝ) (l : ℕ) {r : ℝ} (hr : 0 < r) :
    small κ a l r =
      (((l : ℝ) + 1 + κ) * r ^ l - 2 * a * r ^ (l + 2)) * Real.exp (-a * r ^ 2) := by
  have h : κ * large a l r / r = κ * r ^ l * Real.exp (-a * r ^ 2) := by
    rw [div_eq_iff hr.ne', large]
    ring
  rw [small, (hasDerivAt_large a l r).deriv, h]
  ring
```

For \(\kappa=-(l+1)\) the first coefficient vanishes, and for \(\kappa=l\) it is \(2l+1\):

\[Q=-2a\,r^{l+2}e^{-ar^2},\qquad Q=\big[(2l+1)r^l-2a\,r^{l+2}\big]e^{-ar^2}.\]

The second formula also holds algebraically at \(l=0\), although \(\kappa=0\) labels no Dirac state.

```lean
/-- The small component at `r > 0` for `κ = -(l+1)` and for `κ = l`. -/
theorem small_explicit (a : ℝ) (l : ℕ) {r : ℝ} (hr : 0 < r) :
    small (-((l : ℝ) + 1)) a l r = -2 * a * r ^ (l + 2) * Real.exp (-a * r ^ 2) ∧
    small (l : ℝ) a l r =
      ((2 * (l : ℝ) + 1) * r ^ l - 2 * a * r ^ (l + 2)) * Real.exp (-a * r ^ 2) := by
  constructor
  · rw [small_eq _ _ _ hr]
    ring
  · rw [small_eq _ _ _ hr]
    ring
```

## Moments of the Gaussian

For \(s>0\) the Gaussian suppresses every power of \(r\) at large distance, and \(r^n\) with \(n\ge0\) is harmless at the origin. Hence \(r^ne^{-sr^2}\) is integrable. Mathlib has this for real exponents above \(-1\), and the proof specialises it to natural \(n\).

```lean
/-- A power of `r` times a decaying Gaussian is integrable over `r > 0`. -/
theorem integrable_gauss {s : ℝ} (hs : 0 < s) (n : ℕ) :
    Integrable (fun r : ℝ => r ^ n * Real.exp (-s * r ^ 2))
      (volume.restrict (Ioi (0 : ℝ))) := by
  have hn : (-1 : ℝ) < (n : ℝ) := by
    have : (0 : ℝ) ≤ (n : ℝ) := Nat.cast_nonneg n
    linarith
  have h := integrable_rpow_mul_exp_neg_mul_sq hs hn
  simp only [Real.rpow_natCast] at h
  exact h.integrableOn
```

By linearity,

\[\int_0^\infty\!\big(Ar^{2n}+Br^{2n+2}+Cr^{2n+4}\big)e^{-sr^2}dr=AM_n+BM_{n+1}+CM_{n+2}.\]

Three terms suffice, because a product of two small components contains at most three consecutive even powers. The lemma returns the integrability together with the value, since both are used next.

```lean
/-- A Gaussian times a linear combination of three consecutive even powers is integrable over `r >
0`, and its integral is the same linear combination of moments. -/
theorem integral_comb {s : ℝ} (hs : 0 < s) (n : ℕ) (A B C : ℝ) :
    Integrable (fun r : ℝ => (A * r ^ (2 * n) + B * r ^ (2 * (n + 1))
      + C * r ^ (2 * (n + 2))) * Real.exp (-s * r ^ 2)) (volume.restrict (Ioi (0 : ℝ))) ∧
    ∫ r in Ioi (0 : ℝ), (A * r ^ (2 * n) + B * r ^ (2 * (n + 1))
      + C * r ^ (2 * (n + 2))) * Real.exp (-s * r ^ 2)
      = A * moment s n + B * moment s (n + 1) + C * moment s (n + 2) := by
  have h0 := (integrable_gauss hs (2 * n)).const_mul A
  have h1 := (integrable_gauss hs (2 * (n + 1))).const_mul B
  have h2 := (integrable_gauss hs (2 * (n + 2))).const_mul C
  have h01 : Integrable (fun r : ℝ => A * (r ^ (2 * n) * Real.exp (-s * r ^ 2))
      + B * (r ^ (2 * (n + 1)) * Real.exp (-s * r ^ 2)))
      (volume.restrict (Ioi (0 : ℝ))) := h0.add h1
  have e : (fun r : ℝ => (A * r ^ (2 * n) + B * r ^ (2 * (n + 1))
      + C * r ^ (2 * (n + 2))) * Real.exp (-s * r ^ 2)) =
      fun r : ℝ => (A * (r ^ (2 * n) * Real.exp (-s * r ^ 2))
      + B * (r ^ (2 * (n + 1)) * Real.exp (-s * r ^ 2)))
      + C * (r ^ (2 * (n + 2)) * Real.exp (-s * r ^ 2)) := by
    funext r
    ring
  rw [e]
  refine ⟨h01.add h2, ?_⟩
  rw [integral_add h01 h2, integral_add h0 h1]
  simp only [moment, integral_const_mul]
```

For \(s>0\), neighbouring moments are related by a total derivative. Let \(F(r)=r^{2n+1}e^{-sr^2}\). Then

\[F'=\big[(2n+1)r^{2n}-2s\,r^{2n+2}\big]e^{-sr^2},\]

and \(F\) vanishes at \(0\) and at infinity, so

\[0=\int_0^\infty F'\,dr=(2n+1)M_n-2sM_{n+1}.\]

In the code \(F\) is `large s (2 * n)`, so the derivative found above applies directly, and the third coefficient is set to zero. The limit at infinity is deduced from the integrability of \(F\) and \(F'\).

```lean
/-- Recurrence between consecutive even Gaussian moments. -/
theorem moment_succ {s : ℝ} (hs : 0 < s) (n : ℕ) :
    2 * s * moment s (n + 1) = (2 * (n : ℝ) + 1) * moment s n := by
  -- the combination of moments is the integral of a total derivative
  have hd : ∀ r : ℝ, HasDerivAt (large s (2 * n))
      (((2 * (n : ℝ) + 1) * r ^ (2 * n) + (-(2 * s)) * r ^ (2 * (n + 1))
        + 0 * r ^ (2 * (n + 2))) * Real.exp (-s * r ^ 2)) r := fun r =>
    (hasDerivAt_large s (2 * n) r).congr_deriv (by push_cast; ring)
  obtain ⟨hint, hval⟩ := integral_comb hs n (2 * (n : ℝ) + 1) (-(2 * s)) 0
  have hF : IntegrableOn (large s (2 * n)) (Ioi (0 : ℝ)) :=
    integrable_gauss hs (2 * n + 1)
  -- both boundary terms vanish
  have ht := tendsto_zero_of_hasDerivAt_of_integrableOn_Ioi (a := (0 : ℝ))
    (fun r _ => hd r) hint hF
  have hI := integral_Ioi_of_hasDerivAt_of_tendsto' (a := (0 : ℝ))
    (fun r _ => hd r) hint ht
  have hz : large s (2 * n) 0 = 0 := by simp [large]
  rw [hz] at hI
  have h := hval.symm.trans hI
  linarith
```

For \(s>0\) the moments are positive. The Gaussian integral gives \(M_0=\tfrac12\sqrt{\pi/s}>0\), and the recurrence \(M_{n+1}=\frac{2n+1}{2s}M_n\) carries the sign upwards by induction.

```lean
/-- Every even Gaussian moment is positive. -/
theorem moment_pos {s : ℝ} (hs : 0 < s) (n : ℕ) : 0 < moment s n := by
  induction n with
  | zero =>
    have h : moment s 0 = √(Real.pi / s) / 2 := by
      simpa [moment] using integral_gaussian_Ioi s
    rw [h]
    have := Real.pi_pos
    positivity
  | succ n ih =>
    have h : 0 < 2 * s * moment s (n + 1) := by
      rw [moment_succ hs n]
      positivity
    exact (mul_pos_iff_of_pos_left (by positivity)).mp h
```

## Overlaps between two exponents

Take two functions with exponents \(a\) and \(b\), the same \(l\) and the same \(\kappa\), and set \(s=a+b\). The exponentials multiply, so

\[\int_0^\infty P_aP_b\,dr=\int_0^\infty r^{2l+2}e^{-sr^2}dr=M_{l+1}(s).\]

```lean
/-- The overlap of two large components is a Gaussian moment with the summed exponent. -/
theorem large_overlap (a b : ℝ) (l : ℕ) :
    ∫ r in Ioi (0 : ℝ), large a l r * large b l r = moment (a + b) (l + 1) := by
  unfold moment
  refine setIntegral_congr_fun measurableSet_Ioi (fun r _ => ?_)
  have hE : Real.exp (-(a + b) * r ^ 2)
      = Real.exp (-a * r ^ 2) * Real.exp (-b * r ^ 2) := by
    rw [← Real.exp_add]
    congr 1
    ring
  dsimp only [large]
  rw [hE]
  ring
```

For the small components write \(c=l+1+\kappa\). Multiplying the closed forms gives

\[Q_aQ_b=\big[c^2r^{2l}-2sc\,r^{2l+2}+4ab\,r^{2l+4}\big]e^{-sr^2},\]

and therefore

\[\int_0^\infty Q_aQ_b\,dr=c^2M_l-2sc\,M_{l+1}+4ab\,M_{l+2}.\]

The recurrence expresses the outer moments through the middle one:

\[M_l=\frac{2s}{2l+1}M_{l+1},\qquad M_{l+2}=\frac{2l+3}{2s}M_{l+1}.\]

The terms in \(c\) combine to \(\frac{2s}{2l+1}\,c\,(c-2l-1)\), and \(c-2l-1=\kappa-l\). Hence

\[\int_0^\infty Q_aQ_b\,dr=\Big[\frac{2(2l+3)ab}{a+b}+\frac{2(a+b)}{2l+1}(\kappa-l)(\kappa+l+1)\Big]\int_0^\infty P_aP_b\,dr .\]

The theorem states this for all \(a,b>0\) and every real \(\kappa\). In its proof `hQ` is the three-moment expansion, `e1` and `e2` are the two reductions, and `field_simp` with `ring` collects the terms.

```lean
/-- Overlap of two small components with exponents `a`, `b`, in terms of the overlap of
the large components, for any real `κ`. -/
theorem small_overlap (κ : ℝ) {a b : ℝ} (ha : 0 < a) (hb : 0 < b) (l : ℕ) :
    ∫ r in Ioi (0 : ℝ), small κ a l r * small κ b l r =
      (2 * (2 * (l : ℝ) + 3) * a * b / (a + b)
        + 2 * (a + b) / (2 * (l : ℝ) + 1) * ((κ - l) * (κ + l + 1)))
      * ∫ r in Ioi (0 : ℝ), large a l r * large b l r := by
  have hs : 0 < a + b := add_pos ha hb
  have hl : (0 : ℝ) < 2 * (l : ℝ) + 1 := by positivity
  have hQ : ∫ r in Ioi (0 : ℝ), small κ a l r * small κ b l r =
      ((l : ℝ) + 1 + κ) ^ 2 * moment (a + b) l
      + (-(2 * (a + b) * ((l : ℝ) + 1 + κ))) * moment (a + b) (l + 1)
      + (4 * a * b) * moment (a + b) (l + 2) := by
    rw [← (integral_comb hs l _ _ _).2]
    refine setIntegral_congr_fun measurableSet_Ioi (fun r hr => ?_)
    have hE : Real.exp (-(a + b) * r ^ 2)
        = Real.exp (-a * r ^ 2) * Real.exp (-b * r ^ 2) := by
      rw [← Real.exp_add]
      congr 1
      ring
    rw [small_eq κ a l hr, small_eq κ b l hr, hE]
    ring
  -- reduce all moments to the one that gives the large-component overlap
  have e1 : moment (a + b) l
      = 2 * (a + b) * moment (a + b) (l + 1) / (2 * (l : ℝ) + 1) := by
    rw [eq_div_iff hl.ne']
    linarith [moment_succ hs l]
  have e2 : moment (a + b) (l + 2)
      = (2 * (l : ℝ) + 3) * moment (a + b) (l + 1) / (2 * (a + b)) := by
    rw [eq_div_iff (by positivity)]
    have h := moment_succ hs (l + 1)
    push_cast at h
    linarith
  rw [hQ, large_overlap, e1, e2]
  generalize moment (a + b) (l + 1) = M
  field_simp
  ring
```

## The two values of \(\kappa\) that remove the extra term

The second term in the bracket vanishes exactly when \(\kappa=l\) or \(\kappa=-(l+1)\), because \(a+b\) and \(2l+1\) are positive. Since \(M_{l+1}>0\), the overlap relation

\[\int_0^\infty Q_aQ_b\,dr=\frac{2(2l+3)ab}{a+b}\int_0^\infty P_aP_b\,dr\]

holds for these two values and for no others. For functions normalised separately in each component, it says that the small overlap is \(2\sqrt{ab}/(a+b)\) times the large one.

In the forward direction the proof subtracts the common term, cancels the positive factors and splits the remaining product. The backward direction is substitution.

```lean
/-- The small-component overlap equals `2(2l+3)ab/(a+b)` times the large-component overlap
exactly when `κ = -(l+1)` or `κ = l`. -/
theorem small_overlap_iff (κ : ℝ) {a b : ℝ} (ha : 0 < a) (hb : 0 < b) (l : ℕ) :
    (∫ r in Ioi (0 : ℝ), small κ a l r * small κ b l r =
      2 * (2 * (l : ℝ) + 3) * a * b / (a + b)
        * ∫ r in Ioi (0 : ℝ), large a l r * large b l r)
      ↔ κ = -((l : ℝ) + 1) ∨ κ = l := by
  rw [small_overlap κ ha hb l, large_overlap]
  have hM := moment_pos (add_pos ha hb) (l + 1)
  constructor
  · intro h
    have h1 : 2 * (a + b) / (2 * (l : ℝ) + 1) * ((κ - l) * (κ + l + 1))
        * moment (a + b) (l + 1) = 0 := by linear_combination h
    have h2 := (mul_eq_zero.mp h1).resolve_right hM.ne'
    have h3 := (mul_eq_zero.mp h2).resolve_left (by positivity)
    rcases mul_eq_zero.mp h3 with h4 | h4
    · right
      linarith
    · left
      linarith
  · rintro (rfl | rfl) <;> ring
```

A mismatched pair shows what the condition on \(\kappa\) does. Take \(l=0\), \(\kappa=1\) and \(b=a\), which combines an s-type power of \(r\) with the label of a \(p_{1/2}\) spinor. The general formula then gives

\[\int_0^\infty Q^2\,dr=(3a+8a)\int_0^\infty P^2\,dr=11a\int_0^\infty P^2\,dr,\]

and not \(3a\int P^2\). If \(P\) is normalised, dividing this \(Q\) by the usual factor \(\sqrt{3a}\) leaves a function of norm \(\sqrt{11/3}\) instead of 1.

## The norm of one small component

For \(a>0\), setting \(b=a\) turns the prefactor into \(2(2l+3)a^2/(2a)=(2l+3)a\), so

\[\int_0^\infty Q^2\,dr=(2l+3)\,a\int_0^\infty P^2\,dr .\]

The hypothesis `hκ` admits either spin-orbit partner, and the proof simplifies the prefactor in `hc` before rewriting the products as squares. The result concerns single primitives; a contracted function also needs the overlaps between different exponents.

```lean
/-- For `κ = -(l+1)` and for `κ = l`, the small component satisfies
`∫ Q² = (2l+3) a ∫ P²`. -/
theorem small_norm {κ a : ℝ} (ha : 0 < a) (l : ℕ)
    (hκ : κ = -((l : ℝ) + 1) ∨ κ = l) :
    ∫ r in Ioi (0 : ℝ), small κ a l r ^ 2 =
      (2 * (l : ℝ) + 3) * a * ∫ r in Ioi (0 : ℝ), large a l r ^ 2 := by
  have h := (small_overlap_iff κ ha ha l).mpr hκ
  have hc : 2 * (2 * (l : ℝ) + 3) * a * a / (a + a) = (2 * (l : ℝ) + 3) * a := by
    rw [div_eq_iff (by positivity)]
    ring
  rw [hc] at h
  simpa only [sq] using h

end

end KineticBalanceGaussian
```

```lean
#print axioms KineticBalanceGaussian.small_explicit
#print axioms KineticBalanceGaussian.integrable_gauss
#print axioms KineticBalanceGaussian.small_norm
```

```
'KineticBalanceGaussian.small_explicit' depends on axioms: [propext, Classical.choice, Quot.sound]
'KineticBalanceGaussian.integrable_gauss' depends on axioms: [propext, Classical.choice, Quot.sound]
'KineticBalanceGaussian.small_norm' depends on axioms: [propext, Classical.choice, Quot.sound]
```

## The non-relativistic kinetic energy from the same moments

The recurrence also gives the kinetic-energy matrix element between two primitives, a short calculation by hand that goes beyond the theorems above. Differentiating \(P_b\) twice yields

\[-P_b''+\frac{l(l+1)}{r^2}P_b=\big[2(2l+3)b\,r^{l+1}-4b^2r^{l+3}\big]e^{-br^2}.\]

Multiplying by \(P_a\) and integrating gives

\[2(2l+3)b\,M_{l+1}-4b^2M_{l+2}=\frac{2(2l+3)ab}{a+b}\,M_{l+1},\]

which is the small-component overlap for \(\kappa=-(l+1)\) and for \(\kappa=l\). In atomic units the kinetic energy is half of this. Within a basis of such primitives, the overlap matrix of the unnormalised small components is thus twice the non-relativistic kinetic-energy matrix of the large ones.
